# With one parabolic subband and a fixed geometric gate capacitance, the zero-temperature transconductance of a ballistic nanowire in saturation stays below 2q²/h and tends to it at large gate voltage

Take the equation

E + √E = V

and put in V = 2. The solution is E = 1, since 1 + 1 = 2. For V = 6 it is E = 4, and for V = 110 it is E = 100. Read V as the energy per electron supplied by a gate, E as the height to which a band is filled, and √E as the electrostatic cost per electron that comes from the charge in that band. At V = 2 half of the supply goes into charging; at V = 110 only an eleventh does. The slope dE/dV follows the same trend. Differentiating the equation gives

(1 + 1/(2√E)) · dE/dV = 1,

so the slope is 2/3 at V = 2, 4/5 at V = 6 and 20/21 at V = 110. It climbs towards 1 without reaching it. In a ballistic nanowire transistor with one occupied subband, at zero temperature and in saturation, the current is proportional to E, and this slope becomes the transconductance in units of the conductance quantum.

## From the gate balance to the transconductance

**The reduced equation.** Let c > 0 and V > 0, and look for E > 0 with

E + c√E = V.

Put s = √E, so that s > 0 and s² = E. Multiplying by 4 and adding c² completes the square:

(2s + c)² = 4s² + 4cs + c² = c² + 4V.

Since 2s + c is positive, it equals r = √(c² + 4V). Hence s = (r − c)/2, and the only candidate is

E = ((r − c)/2)².

It is positive because r > c, and it does solve the equation:

((r − c)/2)² + c(r − c)/2 = (r² − c²)/4 = V.

**The slope.** From dr/dV = 2/r we get

dE/dV = 2 · (r − c)/2 · (1/2) · (2/r) = (r − c)/r.

With r − c = 2√E and r = 2√E + c this reads

dE/dV = 2√E/(2√E + c) = 1 − c/√(c² + 4V).

The last form shows that the slope is below 1 for c > 0 and tends to 1 as V grows.

**The wire.** Consider one parabolic subband with effective mass m at zero temperature. In saturation the drain injects no electrons, so at the top of the barrier between source and drain only right-moving states are occupied, from wavenumber 0 up to

k_F = √(2mE)/ħ,

where E is the filling measured from the subband bottom. Each spin has dk/(2π) states per unit length, so two spins give the line density

n = k_F/π = √(2mE)/(πħ).

An electron with wavenumber k has group velocity ħk/m. With q the magnitude of the electron charge, the current is

I = ∫₀^{k_F} q(ħk/m)/π dk = qħk_F²/(2πm) = qE/(πħ).

The mass cancels: the velocity grows with energy as fast as the density of states falls.

From here on V is the gate voltage, measured from threshold, and qV takes the place of the energy V above. Let C be the geometric gate capacitance per unit length, that is, the capacitance of the insulator between gate and wire. It does not include the quantum capacitance of the band, which is accounted for by the term E below. The gate balance is

E + (q²/C)n = qV.

It is a postulate of the model. It says that the gate energy per electron is shared between filling the band and charging a capacitor of fixed C. Inserting n turns the second term into c√E with

c = q²√(2m)/(Cπħ),

which is the reduced equation at drive qV. The chain rule supplies one more factor q:

dI/dV = (q²/(πħ)) · 2√E/(2√E + c).

The prefactor q²/(πħ) = 2q²/h is the conductance quantum for a spin-degenerate channel. These formulas give reference values for a self-consistent ballistic simulation that is run under the same assumptions: one parabolic subband, zero temperature, saturation and the gate balance above with constant C.

## Zero drive and negative capacitance

If V > 0 is dropped, existence fails. For c = 1 and V = 0 the equation E + √E = 0 has no positive solution.

If C > 0 is dropped, the upper bound fails. A negative C makes c negative. Take c = −1 and a drive of 2: the solution is E = 4, since 4 − 2 = 2, and the slope is 4/(4 − 1) = 4/3. The transconductance then exceeds the conductance quantum.

## The device quantities as Lean definitions

All quantities are real numbers, and units are not tracked. The constant ħ appears as a positive parameter `hbar`.

```lean
import Mathlib

open Real Filter Topology

namespace BallisticNanowireTransistor

noncomputable section
```

The first definition is the closed-form solution of the reduced equation. Its argument `V` is an energy.

```lean
/-- The band filling of the reduced gate balance `E + c √E = V`, in closed form. -/
def fillLevel (c V : ℝ) : ℝ := ((√(c ^ 2 + 4 * V) - c) / 2) ^ 2
```

The next three definitions carry the band model: the Fermi wavenumber k_F, the line density n and the current I.

```lean
/-- Fermi wavenumber of a parabolic subband of mass `m` filled up to energy `E`. -/
def fermiWavenumber (m hbar E : ℝ) : ℝ := √(2 * m * E) / hbar

/-- Electrons per unit length when only the right-moving states, with two spins each,
are filled up to energy `E`. -/
def lineDensity (m hbar E : ℝ) : ℝ := fermiWavenumber m hbar E / π
```

The division by π in the line density contains both the spin factor 2 and the restriction to right-movers. The current is defined as the integral over occupied states, so its proportionality to E remains to be proved.

```lean
/-- Saturation current: charge times group velocity, summed over the filled right-moving
states of both spins. -/
def drainCurrent (q m hbar E : ℝ) : ℝ :=
  ∫ k in (0 : ℝ)..fermiWavenumber m hbar E, q * (hbar * k / m) / π
```

The last definition is the coefficient c of the charging term, with C the geometric gate capacitance.

```lean
/-- Strength `c` of the charging term `c √E` for a gate capacitance `C` per unit length. -/
def chargingScale (q m hbar C : ℝ) : ℝ := q ^ 2 * √(2 * m) / (C * π * hbar)
```

## Solving the reduced balance

The first lemma identifies √E for the closed-form filling as (r − c)/2 and shows that it is positive. It needs only V > 0, because r > c holds for either sign of c.

```lean
/-- The square root of the band filling is positive and is given in closed form by the
gate drive. -/
theorem sqrt_fillLevel {c V : ℝ} (hV : 0 < V) :
    0 < √(fillLevel c V) ∧ √(fillLevel c V) = (√(c ^ 2 + 4 * V) - c) / 2 := by
  have h : c < √(c ^ 2 + 4 * V) := Real.lt_sqrt_of_sq_lt (by linarith)
  have hp : 0 < (√(c ^ 2 + 4 * V) - c) / 2 := by linarith
  have he : √(fillLevel c V) = (√(c ^ 2 + 4 * V) - c) / 2 := by
    unfold fillLevel
    exact Real.sqrt_sq hp.le
  exact ⟨he ▸ hp, he⟩
```

The next theorem states existence and uniqueness as an equivalence: for positive c and V, a number `E` is positive and satisfies the balance exactly when it equals `fillLevel c V`.

In the forward direction, `hsq` is the completed square and `hr` takes its positive root. In the backward direction, the closed form is inserted and r² = c² + 4V is used. The `linear_combination` steps check the remaining algebra.

```lean
/-- For positive `c` and positive gate drive, the gate balance has exactly one positive solution,
namely `fillLevel c V`. -/
theorem gateBalance_iff {c V E : ℝ} (hc : 0 < c) (hV : 0 < V) :
    (0 < E ∧ E + c * √E = V) ↔ E = fillLevel c V := by
  constructor
  · rintro ⟨hE, h⟩
    have hs : √E ^ 2 = E := Real.sq_sqrt hE.le
    -- the balance is a quadratic equation in `√E`; complete the square
    have hsq : c ^ 2 + 4 * V = (2 * √E + c) ^ 2 := by
      linear_combination (-4) * h - 4 * hs
    have hr : √(c ^ 2 + 4 * V) = 2 * √E + c := by
      rw [hsq]
      exact Real.sqrt_sq (by positivity)
    unfold fillLevel
    rw [hr]
    linear_combination -hs
  · rintro rfl
    obtain ⟨hp, he⟩ := sqrt_fillLevel (c := c) hV
    refine ⟨Real.sqrt_pos.1 hp, ?_⟩
    have hs : √(c ^ 2 + 4 * V) ^ 2 = c ^ 2 + 4 * V := Real.sq_sqrt (by positivity)
    rw [he]
    unfold fillLevel
    linear_combination hs / 4
```

## The slope and its limit

`HasDerivAt f a V` says that `f` is differentiable at `V` with derivative `a`. The proof differentiates the closed form from the inside out: first c² + 4v, then the square root, the shift and halving, and the square. The result is then rewritten in terms of √E.

```lean
/-- At positive gate drive, the band filling `E` follows the drive with slope `2√E / (2√E + c)`. -/
theorem hasDerivAt_fillLevel {c V : ℝ} (hV : 0 < V) :
    HasDerivAt (fillLevel c)
      (2 * √(fillLevel c V) / (2 * √(fillLevel c V) + c)) V := by
  have h1 : HasDerivAt (fun v : ℝ => c ^ 2 + 4 * v) 4 V :=
    (((hasDerivAt_id' V).const_mul (4 : ℝ)).const_add (c ^ 2)).congr_deriv (by norm_num)
  have hne : c ^ 2 + 4 * V ≠ 0 := by positivity
  have h2 := (((h1.sqrt hne).sub_const c).div_const 2).fun_pow 2
  refine HasDerivAt.congr_deriv (f := fillLevel c) h2 ?_
  rw [(sqrt_fillLevel (c := c) hV).2,
    show 2 * ((√(c ^ 2 + 4 * V) - c) / 2) + c = √(c ^ 2 + 4 * V) by ring]
  simp only [Nat.cast_ofNat, show (2 - 1 : ℕ) = 1 from rfl, pow_one]
  ring
```

The second form of the slope follows by substituting 2√E = r − c. Neither of these two statements assumes a sign for c, so both also cover the example with slope 4/3.

```lean
/-- At positive gate drive `V`, the slope of the band filling equals one minus `c / √(c² + 4V)`. -/
theorem slope_eq {c V : ℝ} (hV : 0 < V) :
    2 * √(fillLevel c V) / (2 * √(fillLevel c V) + c) = 1 - c / √(c ^ 2 + 4 * V) := by
  have hne : √(c ^ 2 + 4 * V) ≠ 0 := (Real.sqrt_pos.2 (by positivity)).ne'
  rw [(sqrt_fillLevel (c := c) hV).2,
    show 2 * ((√(c ^ 2 + 4 * V) - c) / 2) = √(c ^ 2 + 4 * V) - c by ring,
    sub_add_cancel, sub_div, div_self hne]
```

For the limit, c² + 4V tends to infinity, hence so does its square root, and c divided by it tends to 0. The equality of the slope with 1 − c/√(c² + 4V) has been proved for V > 0, which is enough for a limit at infinity; `filter_upwards` restricts the comparison to that range.

```lean
/-- At large gate drive the slope of the band filling tends to one. -/
theorem slope_tendsto (c : ℝ) :
    Tendsto (fun V => 2 * √(fillLevel c V) / (2 * √(fillLevel c V) + c))
      atTop (𝓝 1) := by
  have h1 : Tendsto (fun V : ℝ => c ^ 2 + 4 * V) atTop atTop :=
    tendsto_atTop_add_const_left atTop (c ^ 2)
      (tendsto_id.const_mul_atTop (by norm_num : (0 : ℝ) < 4))
  have h2 : Tendsto (fun V : ℝ => 1 - c / √(c ^ 2 + 4 * V)) atTop (𝓝 (1 - 0)) :=
    tendsto_const_nhds.sub ((Real.tendsto_sqrt_atTop.comp h1).const_div_atTop c)
  rw [sub_zero] at h2
  refine h2.congr' ?_
  filter_upwards [eventually_gt_atTop 0] with V hV
  exact (slope_eq (c := c) hV).symm
```

## Current and charging term of the wire

The current integral is evaluated as by hand. The constant qħ/(mπ) is taken out, the integral of k gives k_F²/2, and `hk` replaces k_F² by 2mE/ħ².

```lean
/-- The saturation current is `q E / (π ħ)`; the mass drops out. -/
theorem drainCurrent_eq {m hbar E : ℝ} (q : ℝ) (hm : 0 < m) (hh : 0 < hbar)
    (hE : 0 ≤ E) : drainCurrent q m hbar E = q / (π * hbar) * E := by
  have hk : fermiWavenumber m hbar E ^ 2 = 2 * m * E / hbar ^ 2 := by
    unfold fermiWavenumber
    rw [div_pow, Real.sq_sqrt (by positivity)]
  have hf : (fun k : ℝ => q * (hbar * k / m) / π)
      = fun k => q * hbar / (m * π) * k := by
    funext k
    ring
  unfold drainCurrent
  rw [hf, intervalIntegral.integral_const_mul, integral_id, hk,
    zero_pow two_ne_zero, sub_zero]
  have hpi := Real.pi_ne_zero
  field_simp
```

The charging term reduces to c√E once √(2mE) is split into √(2m)·√E.

```lean
/-- The charging term `(q²/C) n` of the gate balance, an energy per electron, equals `c √E`. -/
theorem charging_eq {m : ℝ} (q hbar C E : ℝ) (hm : 0 < m) :
    q ^ 2 / C * lineDensity m hbar E = chargingScale q m hbar C * √E := by
  unfold lineDensity fermiWavenumber chargingScale
  rw [Real.sqrt_mul (by positivity : 0 ≤ 2 * m) E]
  ring
```

Together with the reduced theorem, this shows that the wire has a filling that obeys its gate balance, for all positive device parameters and every positive gate voltage. It is the closed form evaluated at `q * V`.

```lean
/-- The closed-form band filling is positive and satisfies the gate balance of the wire at
every positive gate voltage. -/
theorem gateBalance_witness {q m hbar C : ℝ} (hq : 0 < q) (hm : 0 < m)
    (hh : 0 < hbar) (hC : 0 < C) {V : ℝ} (hV : 0 < V) :
    0 < fillLevel (chargingScale q m hbar C) (q * V) ∧
      fillLevel (chargingScale q m hbar C) (q * V) + q ^ 2 / C *
        lineDensity m hbar (fillLevel (chargingScale q m hbar C) (q * V)) = q * V := by
  have hc : 0 < chargingScale q m hbar C := by
    unfold chargingScale
    positivity
  rw [charging_eq q hbar C _ hm]
  exact (gateBalance_iff hc (mul_pos hq hV)).2 rfl
```

## The transconductance theorem

The final theorem takes an arbitrary function `E` from gate voltage to band filling. It assumes two things for every V > 0: the filling is positive (`hpos`), and it obeys the gate balance (`hbal`). Continuity and differentiability of `E` are not assumed, and its values at V ≤ 0 are left free.

The conclusion has three parts. At each V > 0 the current is differentiable with the stated transconductance; that value is strictly less than q²/(πħ); and the derivative of the current tends to q²/(πħ) as V goes to infinity.

The proof first shows in `hE` that the balance forces `E V` to be the closed form at `q * V`. This is where uniqueness does its work: an unknown function becomes an explicit, differentiable one. In `hder` the chain rule gives the factor q from the inner function qv, and the prefactor q/(πħ) comes from the current formula. That formula is available only for positive voltages, so the proof compares the two functions on a neighbourhood of V, which suffices for a derivative. The strict bound follows from √E > 0 and c > 0, and the limit from `slope_tendsto` composed with V ↦ qV.

```lean
/-- If the band filling obeys the gate balance, the transconductance is the conductance
quantum `q²/(πħ)` times `2√E / (2√E + c)`; it lies below the quantum and tends to it at
large gate voltage. -/
theorem transconductance_quantum_limit {q m hbar C : ℝ} (hq : 0 < q) (hm : 0 < m)
    (hh : 0 < hbar) (hC : 0 < C) {E : ℝ → ℝ} (hpos : ∀ V, 0 < V → 0 < E V)
    (hbal : ∀ V, 0 < V → E V + q ^ 2 / C * lineDensity m hbar (E V) = q * V) :
    (∀ V, 0 < V →
      HasDerivAt (fun v => drainCurrent q m hbar (E v))
        (q ^ 2 / (π * hbar) * (2 * √(E V) / (2 * √(E V) + chargingScale q m hbar C))) V ∧
      q ^ 2 / (π * hbar) * (2 * √(E V) / (2 * √(E V) + chargingScale q m hbar C))
        < q ^ 2 / (π * hbar)) ∧
    Tendsto (fun V => deriv (fun v => drainCurrent q m hbar (E v)) V) atTop
      (𝓝 (q ^ 2 / (π * hbar))) := by
  have hc : 0 < chargingScale q m hbar C := by
    unfold chargingScale
    positivity
  -- the balance fixes the filling completely
  have hE : ∀ V, 0 < V → E V = fillLevel (chargingScale q m hbar C) (q * V) := by
    intro V hV
    refine (gateBalance_iff hc (mul_pos hq hV)).1 ⟨hpos V hV, ?_⟩
    rw [← charging_eq q hbar C _ hm]
    exact hbal V hV
  have hder : ∀ V, 0 < V → HasDerivAt (fun v => drainCurrent q m hbar (E v))
      (q ^ 2 / (π * hbar) *
        (2 * √(E V) / (2 * √(E V) + chargingScale q m hbar C))) V := by
    intro V hV
    have h0 : HasDerivAt (fun v : ℝ => q * v) q V :=
      ((hasDerivAt_id' V).const_mul q).congr_deriv (mul_one q)
    have h1 := HasDerivAt.comp V (h := fun v : ℝ => q * v)
      (hasDerivAt_fillLevel (c := chargingScale q m hbar C) (mul_pos hq hV)) h0
    have h2 := h1.const_mul (q / (π * hbar))
    refine (h2.congr_of_eventuallyEq ?_).congr_deriv ?_
    · filter_upwards [lt_mem_nhds hV] with v hv
      have h3 := drainCurrent_eq q hm hh (hpos v hv).le
      rw [hE v hv] at h3 ⊢
      exact h3
    · rw [hE V hV]
      ring
  refine ⟨fun V hV => ⟨hder V hV, ?_⟩, ?_⟩
  · have hs : 0 < √(E V) := Real.sqrt_pos.2 (hpos V hV)
    exact mul_lt_of_lt_one_right (by positivity)
      ((div_lt_one (by positivity)).2 (by linarith))
  · have ht := ((slope_tendsto (chargingScale q m hbar C)).comp
      (tendsto_id.const_mul_atTop hq)).const_mul (q ^ 2 / (π * hbar))
    rw [mul_one] at ht
    refine ht.congr' ?_
    filter_upwards [eventually_gt_atTop 0] with V hV
    have h := (hder V hV).deriv
    rw [hE V hV] at h
    exact h.symm

end

end BallisticNanowireTransistor
```

```lean
#print axioms BallisticNanowireTransistor.transconductance_quantum_limit
```

```
'BallisticNanowireTransistor.transconductance_quantum_limit' depends on axioms: [propext, Classical.choice, Quot.sound]
```

The limit V → ∞ is taken within the one-subband model. In a real wire a large gate voltage would eventually fill higher subbands, and the parabolic dispersion would cease to hold. Saturation also requires a drain voltage of at least E/q, which grows with the gate voltage. Scattering, thermal smearing, injection from the drain and any dependence of C on the charge are also absent. Within the model, the approach to the quantum is slow: the relative shortfall is c/√(c² + 4qV), which for large V falls off only as the inverse square root of the gate voltage.
